# Exponential loss of reference weight for N independent two-level units

## Physical setting

Take one unit with levels 0 and 1 at energies \(0\) and \(D = 3\), coupled by \(v = 2\). Its lower eigenvalue is \(e = (3-\sqrt{9+16})/2 = -1\), with normalised eigenvector \(g = (2,-1)/\sqrt5\), so level 0 carries weight \(4/5\). Two non-interacting copies have the product state \(g\otimes g = (4,-2,-2,1)/5\) in the basis \(00, 01, 10, 11\). Its energy is \(-2\), and the reference \(00\) has weight \(16/25\). Ten copies have energy \(-10\) and weight \((4/5)^{10}\approx 0.107\): energies add and weights multiply.

In general \(h = \begin{pmatrix}0&v\\ v&D\end{pmatrix}\) with \(v, D\) real. Units are labelled \(j = 0,\dots,N-1\), a configuration \(\sigma\) assigns a level \(\sigma_j\in\{0,1\}\) to each, and
\[ H_N = \sum_{k=0}^{N-1} 1\otimes\cdots\otimes h\otimes\cdots\otimes 1 \qquad (h \text{ in position } k). \]
The reference \(\Phi_N\) has every unit in level 0.

## Statement

Set \(e = \tfrac12\big(D-\sqrt{D^2+4v^2}\big)\), \(g = (v,e)/\sqrt{v^2+e^2}\), \(w = v^2/(v^2+e^2)\) and \(\Psi_N = g^{\otimes N}\). For \(v\neq0\), any real \(D\) and every \(N\),
\[ \langle\Psi_N,\Psi_N\rangle = 1,\qquad H_N\Psi_N = Ne\,\Psi_N,\qquad \langle\Phi_N,\Psi_N\rangle^2 = w^N, \]
and \(w^N\to0\) as \(N\to\infty\). If also \(D>0\), then \(w>1/2\). In intermediate normalisation, \((1,e/v)^{\otimes N}\) has reference overlap 1, energy \(Ne\) and squared norm \((1+(e/v)^2)^N\to\infty\); in the example this is \((5/4)^N\).

For identical non-interacting units whose two levels are coupled (\(v\neq0\)), then, the energy is proportional to \(N\), as size consistency demands, while the reference about which perturbation theory expands loses its weight even when it dominates each unit. The Lean file calls this loss an orthogonality catastrophe. The same name denotes the effect of one local impurity on a Fermi sea; the mechanism here is different, an independent factor \(w<1\) from each unit.

## Derivation

1. Squaring \(D-2e=\sqrt{D^2+4v^2}\) gives \(e^2 = De+v^2\). For \(v\ne0\), \(D^2<D^2+4v^2\) gives \(D<\sqrt{D^2+4v^2}\), so \(e<0\).
2. Let \(hx=\mu x\) with \(x=(x_0,x_1)\neq0\), that is \(vx_1=\mu x_0\) and \(vx_0=(\mu-D)x_1\). Then \(\mu(\mu-D)x_0 = v(\mu-D)x_1 = v^2x_0\) and \(\mu(\mu-D)x_1=\mu v x_0 = v^2x_1\). Hence \(\mu^2-D\mu-v^2=0\), so \((2\mu-D)^2=D^2+4v^2\) and \(\mu\ge e\).
3. \(h(v,e) = (ve,\ v^2+De) = e\,(v,e)\) by step 1, and \(g\cdot g = (v^2+e^2)/(v^2+e^2)=1\).
4. For one-unit matrices \(M_j\) and vectors \(u_j\), summing over configurations \(\tau\),
\[ \sum_\tau\prod_j M_j(\sigma_j,\tau_j)\,u_j(\tau_j) = \prod_j\sum_{b=0}^{1} M_j(\sigma_j,b)\,u_j(b) = \prod_j (M_ju_j)(\sigma_j). \]
If a matrix \(A\) has \(Au=\varepsilon u\), the term with \(A\) in position \(k\) multiplies \(u^{\otimes N}\) by \(\varepsilon\), and the \(N\) terms give \(N\varepsilon\).
5. The same exchange gives \(\sum_\sigma\prod_j u(\sigma_j)^2=(u\cdot u)^N\).
6. The reference component of \(\Psi_N\) is \(g_0^N\), and \(g_0^2=w\). Since \(e\neq0\), \(0\le w<1\), so \(w^N\to0\).
7. For \(D>0\), \(De<0\), so \(e^2<v^2\), \(v^2+e^2<2v^2\) and \(w>1/2\).
8. Dividing step 3 by \(v\) gives \(h(1,e/v)=e\,(1,e/v)\). Steps 4 and 5 give energy and norm, the reference component is \(1^N\), and \(1+(e/v)^2>1\).

## What the formal version assumes

A configuration is a function `Fin N → Fin 2`, a state is a real function of configurations, and `⬝ᵥ` is the real scalar product in this orthonormal basis. The objects `unitH`, `lowerE`, `groundVec`, `reference` and `noninteracting N (unitH v D)` are \(h\), \(e\), \(g\), \(\Phi_N\) and \(H_N\); `tensorOp` has entries \(\prod_j M_j(\sigma_j,\tau_j)\) and `productState` has components \(\prod_j u_j(\sigma_j)\). The units are identical, distinguishable and uncoupled by definition. The sign of \(g\) is fixed by \(g_0\) having the sign of \(v\), which the squared overlap does not see.

`orthogonality_catastrophe` and `intermediate_normalisation` assume only `v ≠ 0`; `0 < D` enters `unit_weight_gt_half` alone. The case \(N=0\) is included: one empty configuration, \(H_0=0\), overlap 1. Minimality of \(e\) is proved for one unit, whereas \(\Psi_N\) is shown to be an eigenvector of \(H_N\), and that \(Ne\) is its lowest eigenvalue is left unproved here.

One could instead define \(H_{N+1}=H_N\otimes1+1\otimes h\) recursively with Kronecker products. The basis labels would be nested pairs, and steps 4 to 6 would become inductions on \(N\) using the two-factor product rule.

## The Lean file

```lean
import Mathlib

open Matrix Filter Topology

namespace IndependentTwoLevelUnits

noncomputable section

variable {N : ℕ}

/-- Hamiltonian of one unit: levels `0` and `D` coupled by `v`. -/
def unitH (v D : ℝ) : Matrix (Fin 2) (Fin 2) ℝ := !![0, v; v, D]

/-- The lower root `e = (D - √(D² + 4v²))/2` of the secular equation of one unit. -/
def lowerE (v D : ℝ) : ℝ := (D - √(D ^ 2 + 4 * v ^ 2)) / 2

/-- The one-unit vector `(v, e)/√(v² + e²)`. -/
def groundVec (v D : ℝ) : Fin 2 → ℝ :=
  ![v / √(v ^ 2 + lowerE v D ^ 2), lowerE v D / √(v ^ 2 + lowerE v D ^ 2)]

/-- Tensor product `M₁ ⊗ ⋯ ⊗ M_N` of one-unit operators in the configuration basis. -/
def tensorOp (M : Fin N → Matrix (Fin 2) (Fin 2) ℝ) :
    Matrix (Fin N → Fin 2) (Fin N → Fin 2) ℝ :=
  Matrix.of fun σ τ => ∏ j, M j (σ j) (τ j)

/-- Product vector `u₁ ⊗ ⋯ ⊗ u_N` in the configuration basis. -/
def productState (u : Fin N → Fin 2 → ℝ) : (Fin N → Fin 2) → ℝ :=
  fun σ => ∏ j, u j (σ j)

/-- Hamiltonian of `N` noninteracting copies of `A`: the sum over `k` of `A` acting on unit `k`
and the identity on the others. -/
def noninteracting (N : ℕ) (A : Matrix (Fin 2) (Fin 2) ℝ) :
    Matrix (Fin N → Fin 2) (Fin N → Fin 2) ℝ :=
  ∑ k : Fin N, tensorOp fun j => if j = k then A else 1

/-- Reference state: the basis vector with every unit in its level `0`. -/
def reference (N : ℕ) : (Fin N → Fin 2) → ℝ := Pi.single (fun _ => 0) 1

/-- The root `e` solves the secular equation `e² = D e + v²`. -/
theorem lowerE_sq (v D : ℝ) : lowerE v D ^ 2 = D * lowerE v D + v ^ 2 := by
  have h : √(D ^ 2 + 4 * v ^ 2) ^ 2 = D ^ 2 + 4 * v ^ 2 := Real.sq_sqrt (by positivity)
  unfold lowerE
  linear_combination (1 / 4) * h

/-- For nonzero coupling the root `e` is negative. -/
theorem lowerE_neg {v : ℝ} (hv : v ≠ 0) (D : ℝ) : lowerE v D < 0 := by
  have hv2 : 0 < v ^ 2 := by positivity
  have h : D < √(D ^ 2 + 4 * v ^ 2) := Real.lt_sqrt_of_sq_lt (by linarith)
  unfold lowerE
  linarith

/-- Every eigenvalue of the one-unit Hamiltonian is at least `e`. -/
theorem lowerE_le_eigenvalue {v D μ : ℝ} {x : Fin 2 → ℝ} (hx : x ≠ 0)
    (h : unitH v D *ᵥ x = μ • x) : lowerE v D ≤ μ := by
  have h0 : v * x 1 = μ * x 0 := by
    simpa [unitH, mulVec, dotProduct, Fin.sum_univ_two] using congrFun h 0
  have h1 : v * x 0 + D * x 1 = μ * x 1 := by
    simpa [unitH, mulVec, dotProduct, Fin.sum_univ_two] using congrFun h 1
  -- the eigenvalue solves the secular equation
  have hp : μ ^ 2 - D * μ - v ^ 2 = 0 := by
    by_contra hne
    apply hx
    have a0 : (μ ^ 2 - D * μ - v ^ 2) * x 0 = 0 := by
      linear_combination (D - μ) * h0 - v * h1
    have a1 : (μ ^ 2 - D * μ - v ^ 2) * x 1 = 0 := by
      linear_combination (-v) * h0 - μ * h1
    ext i
    fin_cases i
    · exact (mul_eq_zero.mp a0).resolve_left hne
    · exact (mul_eq_zero.mp a1).resolve_left hne
  have ha : |2 * μ - D| ≤ √(D ^ 2 + 4 * v ^ 2) := Real.abs_le_sqrt (by nlinarith)
  have hb := (abs_le.mp ha).1
  unfold lowerE
  linarith

/-- For nonzero coupling `(v, e)/√(v² + e²)` is a normalised eigenvector of the one-unit
Hamiltonian with eigenvalue `e`. -/
theorem groundVec_eigen {v : ℝ} (hv : v ≠ 0) (D : ℝ) :
    groundVec v D ⬝ᵥ groundVec v D = 1 ∧
      unitH v D *ᵥ groundVec v D = lowerE v D • groundVec v D := by
  have hpos : 0 < v ^ 2 + lowerE v D ^ 2 := by positivity
  constructor
  · have h : groundVec v D ⬝ᵥ groundVec v D
        = (v ^ 2 + lowerE v D ^ 2) / √(v ^ 2 + lowerE v D ^ 2) ^ 2 := by
      simp only [groundVec, dotProduct, Fin.sum_univ_two, cons_val_zero, cons_val_one]
      ring
    rw [h, Real.sq_sqrt hpos.le, div_self hpos.ne']
  · ext i
    fin_cases i
    · simp [unitH, groundVec, mulVec, dotProduct, Fin.sum_univ_two]
      ring
    · simp [unitH, groundVec, mulVec, dotProduct, Fin.sum_univ_two]
      linear_combination (-(√(v ^ 2 + lowerE v D ^ 2))⁻¹) * lowerE_sq v D

/-- A tensor product of operators acts factor by factor on a product vector. -/
theorem tensorOp_mulVec (M : Fin N → Matrix (Fin 2) (Fin 2) ℝ) (u : Fin N → Fin 2 → ℝ) :
    tensorOp M *ᵥ productState u = productState fun j => M j *ᵥ u j := by
  ext σ
  simp only [mulVec, dotProduct, tensorOp, productState, of_apply]
  rw [Finset.prod_univ_sum, Fintype.piFinset_univ]
  simp only [Finset.prod_mul_distrib]

/-- If `A u = ε u`, the `N`-fold product of `u` satisfies the eigenvalue equation of `N`
noninteracting copies of `A` with energy `N ε`. -/
theorem noninteracting_mulVec {A : Matrix (Fin 2) (Fin 2) ℝ} {u : Fin 2 → ℝ} {ε : ℝ}
    (h : A *ᵥ u = ε • u) (N : ℕ) :
    noninteracting N A *ᵥ productState (fun _ => u)
      = (N * ε) • productState (fun _ : Fin N => u) := by
  -- each unit contributes the energy ε
  have term : ∀ k : Fin N,
      tensorOp (fun j => if j = k then A else 1) *ᵥ productState (fun _ => u)
        = ε • productState (fun _ : Fin N => u) := by
    intro k
    rw [tensorOp_mulVec]
    ext σ
    have hj : ∀ j : Fin N, ((if j = k then A else 1) *ᵥ u) (σ j)
        = (if j = k then ε else 1) * u (σ j) := by
      intro j
      split_ifs <;> simp [h]
    simp only [productState, Pi.smul_apply, smul_eq_mul]
    rw [Finset.prod_congr rfl fun j _ => hj j, Finset.prod_mul_distrib]
    simp
  unfold noninteracting
  rw [Matrix.sum_mulVec, Finset.sum_congr rfl fun k _ => term k, ← Finset.sum_smul]
  congr 1
  simp

/-- The squared norm of the `N`-fold product of `u` is the `N`-th power of that of `u`. -/
theorem productState_normSq (u : Fin 2 → ℝ) (N : ℕ) :
    productState (fun _ : Fin N => u) ⬝ᵥ productState (fun _ => u) = (u ⬝ᵥ u) ^ N := by
  have h : (u ⬝ᵥ u) ^ N = ∏ _j : Fin N, ∑ b, u b * u b := by simp [dotProduct]
  rw [h, Finset.prod_univ_sum, Fintype.piFinset_univ]
  simp only [dotProduct, productState, Finset.prod_mul_distrib]

/-- For `v ≠ 0` the product of `N` unit ground vectors is a normalised eigenvector of `N`
noninteracting units with energy `N e`; its squared overlap with the reference is
`(v²/(v² + e²))^N`, and this overlap tends to zero as `N` grows. -/
theorem orthogonality_catastrophe {v : ℝ} (hv : v ≠ 0) (D : ℝ) :
    (∀ N : ℕ,
      productState (fun _ : Fin N => groundVec v D) ⬝ᵥ productState (fun _ => groundVec v D)
        = 1 ∧
      noninteracting N (unitH v D) *ᵥ productState (fun _ => groundVec v D)
        = (N * lowerE v D) • productState (fun _ : Fin N => groundVec v D) ∧
      (reference N ⬝ᵥ productState (fun _ => groundVec v D)) ^ 2
        = (v ^ 2 / (v ^ 2 + lowerE v D ^ 2)) ^ N) ∧
    Tendsto (fun N : ℕ => (reference N ⬝ᵥ productState (fun _ => groundVec v D)) ^ 2)
      atTop (𝓝 0) := by
  have he := (lowerE_neg hv D).ne
  have he2 : 0 < lowerE v D ^ 2 := by positivity
  have hpos : 0 < v ^ 2 + lowerE v D ^ 2 := by positivity
  obtain ⟨hn, hg⟩ := groundVec_eigen hv D
  have g0 : groundVec v D 0 ^ 2 = v ^ 2 / (v ^ 2 + lowerE v D ^ 2) := by
    simp only [groundVec, cons_val_zero]
    rw [div_pow, Real.sq_sqrt hpos.le]
  -- the reference component is the N-th power of the one-unit component
  have ov : ∀ N : ℕ, (reference N ⬝ᵥ productState (fun _ => groundVec v D)) ^ 2
      = (v ^ 2 / (v ^ 2 + lowerE v D ^ 2)) ^ N := by
    intro N
    have h : reference N ⬝ᵥ productState (fun _ => groundVec v D) = groundVec v D 0 ^ N := by
      simp [reference, productState]
    rw [h, ← g0, ← pow_mul, ← pow_mul, mul_comm]
  refine ⟨fun N => ⟨?_, noninteracting_mulVec hg N, ov N⟩, ?_⟩
  · rw [productState_normSq, hn, one_pow]
  · simp only [ov]
    exact tendsto_pow_atTop_nhds_zero_of_lt_one (by positivity)
      ((div_lt_one hpos).mpr (by linarith))

/-- For `D > 0` and `v ≠ 0` the one-unit reference weight `v²/(v² + e²)` exceeds one half. -/
theorem unit_weight_gt_half {v D : ℝ} (hv : v ≠ 0) (hD : 0 < D) :
    1 / 2 < v ^ 2 / (v ^ 2 + lowerE v D ^ 2) := by
  have hpos : 0 < v ^ 2 + lowerE v D ^ 2 := by positivity
  have h1 := mul_neg_of_pos_of_neg hD (lowerE_neg hv D)
  have h2 := lowerE_sq v D
  rw [lt_div_iff₀ hpos]
  linarith

/-- Intermediate normalisation: for `v ≠ 0` the `N`-fold product of `(1, e/v)` has overlap one
with the reference, energy `N e` and squared norm `(1 + (e/v)²)^N`, which grows without bound. -/
theorem intermediate_normalisation {v : ℝ} (hv : v ≠ 0) (D : ℝ) :
    (∀ N : ℕ,
      reference N ⬝ᵥ productState (fun _ => ![1, lowerE v D / v]) = 1 ∧
      noninteracting N (unitH v D) *ᵥ productState (fun _ => ![1, lowerE v D / v])
        = (N * lowerE v D) • productState (fun _ : Fin N => ![1, lowerE v D / v]) ∧
      productState (fun _ : Fin N => ![1, lowerE v D / v]) ⬝ᵥ
        productState (fun _ => ![1, lowerE v D / v]) = (1 + (lowerE v D / v) ^ 2) ^ N) ∧
    Tendsto (fun N : ℕ => (1 + (lowerE v D / v) ^ 2) ^ N) atTop atTop := by
  have he := (lowerE_neg hv D).ne
  have hr : 0 < (lowerE v D / v) ^ 2 := by positivity
  have e0 : v * (lowerE v D / v) = lowerE v D := by field_simp
  have e1 : v + D * (lowerE v D / v) = lowerE v D * (lowerE v D / v) := by
    apply mul_left_cancel₀ hv
    linear_combination (D - lowerE v D) * e0 - lowerE_sq v D
  have hg : unitH v D *ᵥ ![1, lowerE v D / v] = lowerE v D • ![1, lowerE v D / v] := by
    ext i
    fin_cases i
    · simp [unitH, mulVec, dotProduct, Fin.sum_univ_two, e0]
    · simp [unitH, mulVec, dotProduct, Fin.sum_univ_two, e1]
  refine ⟨fun N => ⟨?_, noninteracting_mulVec hg N, ?_⟩, ?_⟩
  · simp [reference, productState]
  · rw [productState_normSq]
    congr 1
    simp only [dotProduct, Fin.sum_univ_two, cons_val_zero, cons_val_one]
    ring
  · exact tendsto_pow_atTop_atTop_of_one_lt (by linarith)

end

end IndependentTwoLevelUnits
```

```lean
#print axioms IndependentTwoLevelUnits.lowerE_le_eigenvalue
#print axioms IndependentTwoLevelUnits.orthogonality_catastrophe
#print axioms IndependentTwoLevelUnits.unit_weight_gt_half
#print axioms IndependentTwoLevelUnits.intermediate_normalisation
```

```
'IndependentTwoLevelUnits.lowerE_le_eigenvalue' depends on axioms: [propext, Classical.choice, Quot.sound]
'IndependentTwoLevelUnits.orthogonality_catastrophe' depends on axioms: [propext, Classical.choice, Quot.sound]
'IndependentTwoLevelUnits.unit_weight_gt_half' depends on axioms: [propext, Classical.choice, Quot.sound]
'IndependentTwoLevelUnits.intermediate_normalisation' depends on axioms: [propext, Classical.choice, Quot.sound]
```

## Notes on the proof

`lowerE_sq` and `lowerE_neg` are step 1; `linear_combination (1 / 4) * h` is the squaring, with `h` the identity \((\sqrt{D^2+4v^2})^2=D^2+4v^2\). In `lowerE_le_eigenvalue`, `a0` and `a1` are the two eliminations of step 2, `hp` concludes by contradiction with \(x\ne0\), and `Real.abs_le_sqrt` bounds \(|2\mu-D|\). `groundVec_eigen` checks step 3 by components, the second through `lowerE_sq`.

In `tensorOp_mulVec` and `productState_normSq`, `Finset.prod_univ_sum` expands a product of sums into a sum over configurations, as in steps 4 and 5. In `noninteracting_mulVec`, `hj` says that unit \(j\) contributes the factor \(\varepsilon\) if \(j=k\) and 1 otherwise, `term` multiplies these factors, and the last lines add the \(N\) terms.

In the main theorem, `g0` is \(g_0^2=w\), `ov` is the overlap formula, and `tendsto_pow_atTop_nhds_zero_of_lt_one` takes the limit from \(0\le w<1\). `unit_weight_gt_half` is step 7, with `h1` stating \(De<0\). `intermediate_normalisation` verifies the two rows `e0`, `e1` of the eigenvalue equation directly and ends with `tendsto_pow_atTop_atTop_of_one_lt`.
